# Fractional-spin constancy forces degree one on a continuous spin-scaled functional that vanishes at zero density

Let u and d be the spin-up and spin-down electron densities, and let F(n) be the energy assigned to an unpolarized total density n. Exact exchange obeys the spin-scaling relation

E(u,d) = (F(2u) + F(2d))/2.

Fractional-spin constancy, imposed here at every density n and not only at spin-degenerate ground states, asks that E stay the same when n is divided between the spins as a n and (1−a) n, with 0 ≤ a ≤ 1. The question is what this demands of F. If F is continuous on nonnegative densities and F(0) = 0, it demands degree one: F(t n) = t F(n) for t ≥ 0. Here t multiplies the density at fixed positions; this is not the uniform coordinate scaling of density functional theory.

## Densities, spin scaling and two kinds of constancy

```lean
import Mathlib

open Finset

namespace FractionalSpinScaling

variable {ι : Type*}
```

The type `ι` is the set of grid points, and a density is a function `ι → ℝ`, one real number per point. Only the linearity theorem further down needs the grid to be finite.

```lean
/-- The spin-scaled functional `E(u,d) = (F(2u) + F(2d))/2` built from a functional `F` of the
total density. -/
noncomputable def spinScaled (F : (ι → ℝ) → ℝ) (u d : ι → ℝ) : ℝ :=
  (F ((2 : ℝ) • u) + F ((2 : ℝ) • d)) / 2
```

This is the spin-scaling relation above. The symbol `•` multiplies every site value of a density by the same number.

```lean
/-- Fractional-spin constancy: dividing a nonnegative density `n` into spin parts `a n` and
`(1-a) n`, with `0 ≤ a ≤ 1`, leaves the energy at its fully polarized value. -/
def SpinConstancy (F : (ι → ℝ) → ℝ) : Prop :=
  ∀ n : ι → ℝ, 0 ≤ n → ∀ a : ℝ, 0 ≤ a → a ≤ 1 →
    spinScaled F (a • n) ((1 - a) • n) = spinScaled F n 0
```

`0 ≤ n` means that n is nonnegative at every site. The condition reads E(a n, (1−a) n) = E(n, 0), or in terms of F,

F(2a n) + F(2(1−a) n) = F(2n) + F(0).

The fraction a is the same at all sites.

```lean
/-- Site-dependent spin constancy: for all nonnegative spin densities `u` and `d`, the energy
equals that of the fully polarized density `u + d`. -/
def LocalSpinConstancy (F : (ι → ℝ) → ℝ) : Prop :=
  ∀ u d : ι → ℝ, 0 ≤ u → 0 ≤ d → spinScaled F u d = spinScaled F (u + d) 0
```

This stronger condition lets the polarization vary from site to site: E(u,d) = E(u+d, 0) for all nonnegative u and d. "Local" refers to the polarization, not to a local density functional.

## Additive functions on the half-line

```lean
/-- A function that is continuous and additive on the half-line `t ≥ 0` is proportional to `t`
there. -/
theorem linear_of_additive_half_line (g : ℝ → ℝ) (hc : ContinuousOn g (Set.Ici 0))
    (hadd : ∀ s t, 0 ≤ s → 0 ≤ t → g (s + t) = g s + g t) (t : ℝ) (ht : 0 ≤ t) :
    g t = t * g 1 := by
  -- the odd extension of `g` takes the value `g p - g q` at `p - q`
  have key : ∀ p q : ℝ, 0 ≤ p → 0 ≤ q →
      g (max (p - q) 0) - g (max (-(p - q)) 0) = g p - g q := by
    intro p q hp hq
    have h1 := hadd (max (p - q) 0) q (le_max_right _ _) hq
    have h2 := hadd (max (-(p - q)) 0) p (le_max_right _ _) hp
    have h3 : max (p - q) 0 + q = max (-(p - q)) 0 + p := by
      rcases le_total p q with h | h
      · rw [max_eq_right (show p - q ≤ 0 by linarith),
          max_eq_left (show 0 ≤ -(p - q) by linarith)]
        ring
      · rw [max_eq_left (show 0 ≤ p - q by linarith),
          max_eq_right (show -(p - q) ≤ 0 by linarith)]
        ring
    rw [h3] at h1
    linarith
  have parts : ∀ s : ℝ, max s 0 - max (-s) 0 = s := by
    intro s
    rcases le_total s 0 with h | h
    · rw [max_eq_right h, max_eq_left (show 0 ≤ -s by linarith)]
      ring
    · rw [max_eq_left h, max_eq_right (show -s ≤ 0 by linarith)]
      ring
  -- hence the extension is additive on the whole line
  let φ : ℝ →+ ℝ := AddMonoidHom.mk' (fun s => g (max s 0) - g (max (-s) 0)) (by
    intro s r
    have h := key (max s 0 + max r 0) (max (-s) 0 + max (-r) 0)
      (add_nonneg (le_max_right _ _) (le_max_right _ _))
      (add_nonneg (le_max_right _ _) (le_max_right _ _))
    rw [show max s 0 + max r 0 - (max (-s) 0 + max (-r) 0) = s + r by
      linarith [parts s, parts r]] at h
    have h1 := hadd (max s 0) (max r 0) (le_max_right _ _) (le_max_right _ _)
    have h2 := hadd (max (-s) 0) (max (-r) 0) (le_max_right _ _) (le_max_right _ _)
    linarith)
  have hφ : Continuous φ := by
    have c1 : Continuous (fun s : ℝ => g (max s 0)) :=
      hc.comp_continuous (continuous_id.max continuous_const)
        (fun s => Set.mem_Ici.mpr (le_max_right _ _))
    have c2 : Continuous (fun s : ℝ => g (max (-s) 0)) :=
      hc.comp_continuous (continuous_neg.max continuous_const)
        (fun s => Set.mem_Ici.mpr (le_max_right _ _))
    exact c1.sub c2
  -- a continuous additive map on the line is real-linear
  have h : g (max (t • (1 : ℝ)) 0) - g (max (-(t • (1 : ℝ))) 0)
      = t • (g (max (1 : ℝ) 0) - g (max (-(1 : ℝ)) 0)) := map_real_smul φ hφ t 1
  have k1 := key t 0 ht le_rfl
  have k2 := key 1 0 zero_le_one le_rfl
  have g0 : g 0 = 0 := by
    have h0 := hadd 0 0 le_rfl le_rfl
    rw [add_zero] at h0
    linarith
  simp only [sub_zero] at k1 k2
  simp only [smul_eq_mul, mul_one] at h
  rw [k1, k2, g0] at h
  simpa only [sub_zero] using h
```

In words: if g is continuous on [0, ∞) and g(s+t) = g(s) + g(t) there, then g(t) = t g(1).

By hand, write s⁺ = max(s, 0) and s⁻ = max(−s, 0), so that s = s⁺ − s⁻, and extend g to the whole line by

G(s) = g(s⁺) − g(s⁻).

For p, q ≥ 0 we have (p−q)⁺ + q = (p−q)⁻ + p. Applying g to both sides and using additivity gives G(p−q) = g(p) − g(q), which is the step `key`. Since s + r = (s⁺ + r⁺) − (s⁻ + r⁻), it follows that

G(s+r) = g(s⁺ + r⁺) − g(s⁻ + r⁻) = G(s) + G(r).

So G is additive, and it is continuous because g is. Additivity gives G(x) = x G(1) for rational x, and continuity extends this to real x. Lean packages G as the additive map `φ`, proves its continuity in `hφ`, and takes the last step from Mathlib's `map_real_smul`. Additivity also gives g(0) = 0, so G equals g on the half-line.

## From constancy to degree one

```lean
/-- If `F(0) = 0` and fractional-spin constancy holds, then `F` is additive along the ray of
scaled copies of any nonnegative density. -/
theorem additive_on_rays (F : (ι → ℝ) → ℝ) (F0 : F 0 = 0) (hE : SpinConstancy F)
    (n : ι → ℝ) (hn : 0 ≤ n) (s t : ℝ) (hs : 0 ≤ s) (ht : 0 ≤ t) :
    F ((s + t) • n) = F (s • n) + F (t • n) := by
  rcases (add_nonneg hs ht).eq_or_lt with h | h
  · have s0 : s = 0 := by linarith
    have t0 : t = 0 := by linarith
    simp [s0, t0, F0]
  · have hne : s + t ≠ 0 := h.ne'
    -- split the density `(s+t)n/2` with spin fraction `s/(s+t)`
    have hb : 1 - s / (s + t) = t / (s + t) := by
      rw [eq_div_iff hne, sub_mul, div_mul_cancel₀ _ hne]
      ring
    have e : ∀ r : ℝ, (2 : ℝ) • ((r / (s + t)) • (((s + t) / 2) • n)) = r • n := by
      intro r
      have hr : 2 * (r / (s + t) * ((s + t) / 2)) = r := by field_simp
      rw [smul_smul (r / (s + t)), smul_smul, hr]
    have e' : (2 : ℝ) • (((s + t) / 2) • n) = (s + t) • n := by
      rw [smul_smul, show 2 * ((s + t) / 2) = s + t by ring]
    have hk := hE (((s + t) / 2) • n) (smul_nonneg (by linarith) hn) (s / (s + t))
      (div_nonneg hs h.le) ((div_le_one h).mpr (by linarith))
    unfold spinScaled at hk
    rw [hb, e, e, e', smul_zero, F0] at hk
    linarith
```

For fixed n ≥ 0 and s, t ≥ 0, the claim is F((s+t) n) = F(s n) + F(t n). If s = t = 0, both sides vanish because F(0) = 0. Otherwise apply constancy to the density m = (s+t) n/2 with a = s/(s+t). Then 1−a = t/(s+t), and

2a m = s n, 2(1−a) m = t n, 2m = (s+t) n.

Constancy therefore becomes

(F(s n) + F(t n))/2 = (F((s+t) n) + F(0))/2,

which is the claim. In the proof, `rcases` separates the two cases, `hb`, `e` and `e'` are the identities for the scaled densities, and `hk` is the constancy equation.

```lean
/-- Fractional-spin constancy forces degree one: if `F` is continuous on nonnegative densities
and `F(0) = 0`, then `F(t n) = t F(n)` for all `t ≥ 0` and `n ≥ 0`. -/
theorem degree_one_of_constancy (F : (ι → ℝ) → ℝ) (hF : ContinuousOn F {n | 0 ≤ n})
    (F0 : F 0 = 0) (hE : SpinConstancy F) (n : ι → ℝ) (hn : 0 ≤ n) (t : ℝ) (ht : 0 ≤ t) :
    F (t • n) = t * F n := by
  have hc : ContinuousOn (fun r : ℝ => F (r • n)) (Set.Ici 0) :=
    hF.comp (continuous_id.smul continuous_const).continuousOn
      (fun r hr => smul_nonneg (Set.mem_Ici.mp hr) hn)
  have h := linear_of_additive_half_line (fun r : ℝ => F (r • n)) hc
    (fun s r hs hr => additive_on_rays F F0 hE n hn s r hs hr) t ht
  simpa only [one_smul] using h
```

This is the main result. The hypothesis `hF` says that small changes of a nonnegative density change the energy little, `F0` that no electrons means no energy, and `hE` is fractional-spin constancy. On an infinite grid, `hF` means continuity under site-by-site convergence, which is a strong demand; the proof uses continuity only along the ray of densities r n with r ≥ 0.

Set g(r) = F(r n). It is continuous for r ≥ 0, since r n stays nonnegative, and additive by the preceding theorem. The half-line result then gives

F(t n) = g(t) = t g(1) = t F(n).

For spin-scaled functionals on a grid, this puts constancy at every density in conflict with local-density exchange, which has degree 4/3. The step to a real exchange-correlation energy is left open: there the physical condition concerns spin-degenerate ground states and includes correlation, which in general does not follow this spin-scaling relation, whereas `hE` imposes constancy on the spin-scaled form at every density.

```lean
/-- Conversely, a functional of degree one on nonnegative densities obeys fractional-spin
constancy. -/
theorem constancy_of_degree_one (F : (ι → ℝ) → ℝ)
    (h : ∀ n : ι → ℝ, 0 ≤ n → ∀ t : ℝ, 0 ≤ t → F (t • n) = t * F n) :
    SpinConstancy F := by
  intro n hn a ha ha1
  have F0 : F 0 = 0 := by simpa using h 0 le_rfl 0 le_rfl
  unfold spinScaled
  rw [smul_smul, smul_smul, smul_zero, h n hn (2 * a) (by linarith),
    h n hn (2 * (1 - a)) (by linarith), h n hn 2 (by norm_num), F0]
  ring
```

The converse needs no continuity. Degree one with t = 0 gives F(0) = 0, and then

E(a n, (1−a) n) = (2a F(n) + 2(1−a) F(n))/2 = F(n) = E(n, 0).

The proof rewrites each term with the degree-one hypothesis `h`, and `ring` finishes the algebra.

## Site-dependent polarization gives a linear functional

```lean
/-- On a finite grid, let `F` be continuous on nonnegative densities with `F(0) = 0`. If spin
constancy holds for site-dependent polarization, then `F` is linear on nonnegative densities:
`F(n) = ∑ n_i F(e_i)`, with `e_i` the unit density at site `i`. -/
theorem linear_of_local_constancy [Fintype ι] [DecidableEq ι] (F : (ι → ℝ) → ℝ)
    (hF : ContinuousOn F {n | 0 ≤ n}) (F0 : F 0 = 0) (hE : LocalSpinConstancy F)
    (n : ι → ℝ) (hn : 0 ≤ n) :
    F n = ∑ i, n i * F (Pi.single i 1) := by
  -- a uniform spin fraction is a special case, so `F` has degree one
  have hglob : SpinConstancy F := by
    intro m hm a ha ha1
    have h := hE (a • m) ((1 - a) • m) (smul_nonneg ha hm) (smul_nonneg (by linarith) hm)
    rwa [show a • m + (1 - a) • m = m by module] at h
  -- site-dependent constancy makes `F` additive
  have hadd : ∀ u d : ι → ℝ, 0 ≤ u → 0 ≤ d → F (u + d) = F u + F d := by
    intro u d hu hd
    have h := hE ((1 / 2 : ℝ) • u) ((1 / 2 : ℝ) • d)
      (smul_nonneg (by norm_num) hu) (smul_nonneg (by norm_num) hd)
    have e : ∀ v : ι → ℝ, (2 : ℝ) • ((1 / 2 : ℝ) • v) = v := by
      intro v
      rw [smul_smul, show (2 : ℝ) * (1 / 2) = 1 by norm_num, one_smul]
    unfold spinScaled at h
    rw [← smul_add, e, e, e, smul_zero, F0] at h
    linarith
  have hunit : ∀ i : ι, (0 : ι → ℝ) ≤ Pi.single i 1 := by
    intro i j
    by_cases hij : j = i <;> simp [hij]
  -- build the density up site by site
  have hsum : ∀ s : Finset ι, F (∑ i ∈ s, n i • (Pi.single i 1 : ι → ℝ))
      = ∑ i ∈ s, n i * F (Pi.single i 1) := by
    intro s
    induction s using Finset.induction_on with
    | empty => simp [F0]
    | insert a s ha ih =>
      rw [Finset.sum_insert ha, Finset.sum_insert ha,
        hadd _ _ (smul_nonneg (hn a) (hunit a))
          (Finset.sum_nonneg fun i _ => smul_nonneg (hn i) (hunit i)),
        ih, degree_one_of_constancy F hF F0 hglob _ (hunit a) _ (hn a)]
  have hdecomp : ∑ i, n i • (Pi.single i 1 : ι → ℝ) = n := by
    ext j
    simp [Finset.sum_apply, Pi.single_apply]
  rw [← hsum, hdecomp]
```

`Pi.single i 1` is the unit density e_i: one at site i, zero elsewhere. On a finite grid, the stronger condition gives

F(n) = Σ_i n_i F(e_i),

the form of an energy in a fixed external potential with site values F(e_i).

First, a uniform fraction a is a special case of site-dependent polarization, so F has degree one (`hglob` supplies the constancy). Next, applying the condition to u/2 and d/2 gives

(F(u) + F(d))/2 = (F(u+d) + F(0))/2,

hence F(u+d) = F(u) + F(d), which is `hadd`. Finally, write n = Σ_i n_i e_i. Additivity splits F into the terms F(n_i e_i), and degree one turns each into n_i F(e_i). Lean does this by induction over sets of sites in `hsum`.

## A nonlinear functional with uniform constancy

```lean
/-- The peak density on a grid of two sites. -/
noncomputable def peak (n : Fin 2 → ℝ) : ℝ := max (n 0) (n 1)
```

`Fin 2` has the two sites 0 and 1, and `peak` returns the larger of the two site densities.

```lean
/-- The peak density on two sites is continuous on nonnegative densities, vanishes at zero density
and obeys fractional-spin constancy, but violates site-dependent spin constancy. -/
theorem peak_witness : ContinuousOn peak {n | 0 ≤ n} ∧ peak 0 = 0 ∧
    SpinConstancy peak ∧ ¬ LocalSpinConstancy peak := by
  refine ⟨((continuous_apply 0).max (continuous_apply 1)).continuousOn, by simp [peak], ?_, ?_⟩
  · apply constancy_of_degree_one
    intro n _ t ht
    simp only [peak, Pi.smul_apply, smul_eq_mul]
    exact (mul_max_of_nonneg _ _ ht).symm
  · -- opposite spins on different sites give energy 2 instead of 1
    intro h
    have h1 := h ![1, 0] ![0, 1] (by intro i; fin_cases i <;> simp)
      (by intro i; fin_cases i <;> simp)
    norm_num [spinScaled, peak] at h1

end FractionalSpinScaling
```

The peak density meets every hypothesis of the degree-one theorem but fails the site-dependent condition. It is continuous, vanishes at zero density, and satisfies max(t n_0, t n_1) = t max(n_0, n_1) for t ≥ 0, so the converse theorem gives uniform constancy.

For the failure, put one spin on each site: u = (1, 0) and d = (0, 1). Then

E(u,d) = (2 + 2)/2 = 2, E(u+d, 0) = (2 + 0)/2 = 1.

`norm_num` evaluates these numbers and finds the contradiction. The peak density is also not linear: it is 1 on each of u and d, but still 1 on their sum. Uniform constancy thus fixes the degree of F without making F linear.

```lean
#print axioms FractionalSpinScaling.degree_one_of_constancy
#print axioms FractionalSpinScaling.linear_of_local_constancy
```

```
'FractionalSpinScaling.degree_one_of_constancy' depends on axioms: [propext, Classical.choice, Quot.sound]
'FractionalSpinScaling.linear_of_local_constancy' depends on axioms: [propext, Classical.choice, Quot.sound]
```
